# A neutral stack of charged sheets has two vacuum levels, 4π times its dipole per area apart

A laterally infinite slab with vacuum above and below carries equal and opposite charges, spread uniformly, on its two faces. It is neutral as a whole, so without an external field there is no electric field far away on either side. The electrostatic potential is therefore flat on both sides, but the two flat values need not agree. How far apart are they, and which property of the charge distribution fixes the difference?

Replace the slab by finitely many parallel, infinitely extended sheets, each uniformly charged. Sheet $i$ has charge per area $\sigma_i$ and sits at height $Z_i$ along the normal. In Gaussian units a single sheet produces a field of magnitude $2\pi|\sigma_i|$ on each side, and with the zero of potential placed at the sheet its potential is $-2\pi\sigma_i|z-Z_i|$. Superposition gives

$$\varphi(z) = -2\pi\sum_i \sigma_i\,|z-Z_i| .$$

Write $Q=\sum_i\sigma_i$ for the total charge per area and $p=\sum_i\sigma_i Z_i$ for the dipole moment per area. The claim is that for $Q=0$ the potential is constant above all sheets and constant below all sheets, and that the upper value minus the lower one is $4\pi p$.

## From absolute values to two plateaus

Let $z$ lie above all sheets, that is, $Z_i\le z$ for every $i$. Then $|z-Z_i|=z-Z_i$, and

$$\varphi(z)=-2\pi\sum_i\sigma_i(z-Z_i)=2\pi p-2\pi Qz .$$

If instead $z\le Z_i$ for every $i$, each distance is $Z_i-z$, and

$$\varphi(z)=-2\pi\sum_i\sigma_i(Z_i-z)=-2\pi p+2\pi Qz .$$

Both formulas hold for any total charge. For $Q=0$ the linear terms vanish. The potential is $2\pi p$ everywhere above and $-2\pi p$ everywhere below, and the step is $4\pi p$.

Neutrality is also necessary for a plateau. Take a height $M$ above all sheets, for instance $M=\sum_j|Z_j|$. The upper formula gives $\varphi(M)-\varphi(M+1)=2\pi Q$, so if the potential is constant there, $Q=0$.

A single sheet with $\sigma=1$ at height $0$ shows what goes wrong without neutrality. Its potential is $-2\pi|z|$, so $\varphi(1)=-2\pi$ while $\varphi(2)=-4\pi$, and there is no upper vacuum level. The step formula fails as well: the dipole is $0$, but $\varphi(2)-\varphi(-1)=-2\pi$.

## The slope between sheets and the mismatch at the cell ends

At a height $z$ that carries no sheet, the function $|z-Z_i|$ has slope $+1$ if the sheet lies below $z$ and $-1$ if it lies above. Let $Q_<(z)$ be the sum of $\sigma_i$ over the sheets with $Z_i<z$. The charge above is $Q-Q_<(z)$, hence

$$\varphi'(z)=-2\pi\bigl[Q_<(z)-(Q-Q_<(z))\bigr]=-4\pi Q_<(z)+2\pi Q .$$

For a neutral stack this is $-4\pi Q_<(z)$, which is Gauss's law for a field $-\varphi'$ that vanishes below the stack.

Now enclose a neutral stack in a cell that reaches from $b$ to $b+L$, with $L>0$. The potential differs by $4\pi p$ between the two ends. Subtract a linear potential $Ez$, where $E$ denotes a slope of potential. The end values agree when

$$\varphi(b+L)-E(b+L)=\varphi(b)-Eb,$$

which rearranges to $EL=\varphi(b+L)-\varphi(b)=4\pi p$, so that $E=4\pi p/L$.

This slope matters in slab calculations with periodic boundary conditions. There the potential has to repeat from cell to cell, which tilts the vacuum region of a polar slab by just such a linear term; the dipole correction adds the term back inside the cell, with a compensating jump placed in the vacuum. For laterally uniform, fixed sheets, the tilt is given by the dipole per area and the cell length alone.

The simplest example is a double layer, with charge $-s$ at height $a$ and charge $s$ at height $a+d$, where $d\ge 0$. Its dipole per area is $-sa+s(a+d)=sd$, and the step is $4\pi sd$.

## Sheets, charge, dipole and potential in Lean

The sheets are labelled by the elements of a finite type `ι`. No order on the labels is assumed.

```lean
import Mathlib

open Real Topology

namespace SheetVacuumLevels

noncomputable section

variable {ι : Type*} [Fintype ι]
```

The areal charges and the heights are functions `σ` and `Z` from `ι` to the real numbers. Charges may have either sign, and several sheets may share a height. The total charge $Q$ is a plain sum.

```lean
/-- Total charge per area of a stack of sheets with areal charges `σ i`. -/
def totalCharge (σ : ι → ℝ) : ℝ := ∑ i, σ i
```

The dipole $p$ is measured from the origin of the height axis. For a neutral stack the choice of origin has no effect, because shifting all heights by $c$ changes $p$ by $cQ$.

```lean
/-- Dipole moment per area, along the normal, of sheets with charges `σ i` at heights `Z i`. -/
def dipole (σ Z : ι → ℝ) : ℝ := ∑ i, σ i * Z i
```

The potential is the superposition formula, taken as a definition. It fixes the Gaussian units and the additive constant, and it assumes sheets that are infinitely wide, infinitely thin and uniformly charged. Corrugation within the planes, continuous charge profiles and any response of the charges to the field are absent from the model.

```lean
/-- Electrostatic potential (Gaussian units) at height `z` of uniformly charged parallel sheets. -/
def potential (σ Z : ι → ℝ) (z : ℝ) : ℝ := -(2 * π) * ∑ i, σ i * |z - Z i|
```

## The two linear formulas outside the stack

The first theorem is the formula $\varphi(z)=2\pi p-2\pi Qz$. The hypothesis `∀ i, Z i ≤ z` says that $z$ is above all sheets, and it allows $z$ to coincide with the topmost one, where the potential is continuous.

```lean
/-- Above all sheets the potential is linear in the height: its slope is set by the total charge
and its offset by the dipole. -/
theorem potential_above (σ Z : ι → ℝ) {z : ℝ} (hz : ∀ i, Z i ≤ z) :
    potential σ Z z = 2 * π * dipole σ Z - 2 * π * totalCharge σ * z := by
  -- every distance is `z - Z i`
  have h : ∑ i, σ i * |z - Z i| = z * ∑ i, σ i - ∑ i, σ i * Z i := by
    rw [Finset.mul_sum, ← Finset.sum_sub_distrib]
    refine Finset.sum_congr rfl fun i _ => ?_
    rw [abs_of_nonneg (sub_nonneg.mpr (hz i))]
    ring
  unfold potential dipole totalCharge
  rw [h]
  ring
```

The intermediate statement `h` evaluates the sum of weighted distances as $zQ-p$. To prove it, the right-hand side is collected into one sum, and the two sums are compared term by term. In each term `abs_of_nonneg` replaces $|z-Z_i|$ by $z-Z_i$, which is the only place where the position of $z$ enters. Multiplying by $-2\pi$ is left to `ring`.

The formula below the stack is proved in the same way, with `abs_of_nonpos` turning each distance into $Z_i-z$.

```lean
/-- Below all sheets the potential is linear in the height, with slope and offset opposite to
those above. -/
theorem potential_below (σ Z : ι → ℝ) {z : ℝ} (hz : ∀ i, z ≤ Z i) :
    potential σ Z z = -(2 * π * dipole σ Z) + 2 * π * totalCharge σ * z := by
  -- every distance is `Z i - z`
  have h : ∑ i, σ i * |z - Z i| = ∑ i, σ i * Z i - z * ∑ i, σ i := by
    rw [Finset.mul_sum, ← Finset.sum_sub_distrib]
    refine Finset.sum_congr rfl fun i _ => ?_
    rw [abs_of_nonpos (sub_nonpos.mpr (hz i))]
    ring
  unfold potential dipole totalCharge
  rw [h]
  ring
```

## Plateaus, step and the role of neutrality

The main theorem assumes `totalCharge σ = 0` and has three parts. Any two heights `t` and `t'` above all sheets have the same potential; any two heights `b` and `b'` below all sheets have the same potential; and for any `t` above and `b` below, the difference is $4\pi\sum_i\sigma_iZ_i$. Here "vacuum level" means the value of the electrostatic potential $\varphi$, which is higher on the side towards which the dipole points. The potential energy of an electron, $-e\varphi$ with $e>0$, is lower on that side.

```lean
/-- For a neutral stack of sheets the potential is constant above all sheets and constant below
all sheets, and the upper vacuum level exceeds the lower one by `4π` times the dipole per area. -/
theorem vacuum_level_step (σ Z : ι → ℝ) (hQ : totalCharge σ = 0) :
    (∀ t t' : ℝ, (∀ i, Z i ≤ t) → (∀ i, Z i ≤ t') → potential σ Z t = potential σ Z t') ∧
    (∀ b b' : ℝ, (∀ i, b ≤ Z i) → (∀ i, b' ≤ Z i) → potential σ Z b = potential σ Z b') ∧
    (∀ t b : ℝ, (∀ i, Z i ≤ t) → (∀ i, b ≤ Z i) →
      potential σ Z t - potential σ Z b = 4 * π * ∑ i, σ i * Z i) := by
  refine ⟨fun t t' ht ht' => ?_, fun b b' hb hb' => ?_, fun t b ht hb => ?_⟩
  · rw [potential_above σ Z ht, potential_above σ Z ht', hQ]
    ring
  · rw [potential_below σ Z hb, potential_below σ Z hb', hQ]
    ring
  · rw [potential_above σ Z ht, potential_below σ Z hb, hQ]
    unfold dipole
    ring
```

Each part inserts the linear formulas and sets the total charge to zero. In the first two parts the same constant then stands on both sides, and in the third $2\pi p-(-2\pi p)$ gives the step.

The next theorem adds the converse for the upper plateau, so that constancy above the stack and neutrality are equivalent.

```lean
/-- The potential is constant above all sheets exactly when the stack is neutral. -/
theorem constant_above_iff_neutral (σ Z : ι → ℝ) :
    (∀ t t' : ℝ, (∀ i, Z i ≤ t) → (∀ i, Z i ≤ t') → potential σ Z t = potential σ Z t') ↔
      totalCharge σ = 0 := by
  refine ⟨fun h => ?_, fun hQ => (vacuum_level_step σ Z hQ).1⟩
  -- a height above all sheets
  have hM : ∀ i, Z i ≤ ∑ j, |Z j| := fun i =>
    (le_abs_self (Z i)).trans
      (Finset.single_le_sum (f := fun j => |Z j|) (fun j _ => abs_nonneg (Z j))
        (Finset.mem_univ i))
  have hM' : ∀ i, Z i ≤ ∑ j, |Z j| + 1 := fun i => by linarith [hM i]
  -- compare the potential there and one unit higher
  have h1 := h _ _ hM hM'
  rw [potential_above σ Z hM, potential_above σ Z hM'] at h1
  have h2 : π * totalCharge σ = 0 := by linarith
  exact (mul_eq_zero.mp h2).resolve_left pi_ne_zero
```

One direction is the first part of the preceding theorem. For the other, `hM` shows that $M=\sum_j|Z_j|$ is above every sheet: $Z_i\le|Z_i|$, and a single non-negative term is at most the whole sum. The assumed constancy is applied to $M$ and $M+1$, the upper linear formula is inserted on both sides, and what remains is $\pi Q=0$. Since $\pi\neq0$, the charge vanishes.

## Gauss's law at a height without a sheet

`HasDerivAt f c z` states that `f` is differentiable at `z` with derivative `c`. The hypothesis `∀ i, z ≠ Z i` keeps $z$ away from the sheets, where the potential can have a kink. The sum written `∑ i with Z i < z, σ i` is $Q_<(z)$.

```lean
/-- Gauss's law for a neutral stack: at a height that carries no sheet, the slope of the potential
is `-4π` times the charge per area lying below. -/
theorem hasDerivAt_potential (σ Z : ι → ℝ) (hQ : totalCharge σ = 0) {z : ℝ}
    (hz : ∀ i, z ≠ Z i) :
    HasDerivAt (potential σ Z) (-(4 * π * ∑ i with Z i < z, σ i)) z := by
  -- slope of the contribution of one sheet
  have key : ∀ i, HasDerivAt (fun x => σ i * |x - Z i|)
      (σ i * (2 * (if Z i < z then 1 else 0) - 1)) z := by
    intro i
    rcases lt_or_gt_of_ne (hz i) with hlt | hgt
    · have e : (fun x => σ i * |x - Z i|) =ᶠ[𝓝 z] fun x => σ i * (Z i - x) := by
        filter_upwards [Iio_mem_nhds hlt] with x hx
        rw [abs_of_neg (sub_neg.mpr hx)]
        ring
      have d := ((hasDerivAt_id' z).const_sub (Z i)).const_mul (σ i)
      refine (d.congr_of_eventuallyEq e).congr_deriv ?_
      rw [if_neg (not_lt_of_ge hlt.le)]
      ring
    · have e : (fun x => σ i * |x - Z i|) =ᶠ[𝓝 z] fun x => σ i * (x - Z i) := by
        filter_upwards [Ioi_mem_nhds hgt] with x hx
        rw [abs_of_pos (sub_pos.mpr hx)]
      have d := ((hasDerivAt_id' z).sub_const (Z i)).const_mul (σ i)
      refine (d.congr_of_eventuallyEq e).congr_deriv ?_
      rw [if_pos hgt]
      ring
  -- charge below minus charge above, rewritten with the total charge
  have hs : ∑ i, σ i * (2 * (if Z i < z then 1 else 0) - 1)
      = 2 * (∑ i with Z i < z, σ i) - ∑ i, σ i := by
    rw [Finset.sum_filter, Finset.mul_sum, ← Finset.sum_sub_distrib]
    refine Finset.sum_congr rfl fun i _ => ?_
    split_ifs <;> ring
  have d := (HasDerivAt.fun_sum (u := Finset.univ) fun i _ => key i).const_mul (-(2 * π))
  refine HasDerivAt.congr_deriv d ?_
  unfold totalCharge at hQ
  rw [hs, hQ]
  ring
```

The statement `key` gives the slope of one term, $\sigma_i(2\theta_i-1)$, where $\theta_i$ is $1$ if the sheet lies below $z$ and $0$ otherwise. It distinguishes the two positions of $z$ relative to the sheet. In either case the absolute value agrees with a linear function throughout a neighbourhood of $z$, and functions that agree near a point have the same derivative there. The statement `hs` then adds up these slopes to $2Q_<(z)-Q$, the charge below minus the charge above. The factor $-2\pi$ and the condition $Q=0$ finish the calculation.

## The linear potential that makes the cell ends agree

The cell runs from `b` to `b + L`, and the hypotheses `hb` and `ht` say that it encloses all the sheets. The theorem is an equivalence: $E=4\pi p/L$ makes the two end values equal, and no other slope does.

```lean
/-- For a neutral stack enclosed in a cell of length `L`, subtracting a linear potential of slope
`E` gives equal values at the two cell ends exactly when `E` is `4π` times the dipole per area
divided by `L`. -/
theorem dipole_correction_iff (σ Z : ι → ℝ) (hQ : totalCharge σ = 0) {b L : ℝ} (hL : 0 < L)
    (hb : ∀ i, b ≤ Z i) (ht : ∀ i, Z i ≤ b + L) (E : ℝ) :
    potential σ Z (b + L) - E * (b + L) = potential σ Z b - E * b ↔
      E = 4 * π * dipole σ Z / L := by
  have h : potential σ Z (b + L) - potential σ Z b = 4 * π * dipole σ Z :=
    (vacuum_level_step σ Z hQ).2.2 _ _ ht hb
  rw [eq_div_iff hL.ne']
  constructor <;> intro h' <;> linarith
```

The step from the main theorem is applied to the two cell ends. After the equation for $E$ has been multiplied by $L$, which is allowed because $L>0$, each side of the equivalence follows from the other by linear arithmetic with that step, and `linarith` does this in each direction. The theorem compares two values of an isolated stack's potential; a periodic Poisson equation is not part of it.

## The double layer

For two sheets the charges and heights are written as lists, `![-s, s]` and `![a, a + d]`. The height `t` is at or above the upper sheet, and `b` is at or below the lower one. The number `s` may have either sign; a negative `s` reverses the step, and $d=0$ makes it vanish.

```lean
/-- A double layer with charge `-s` at height `a` and charge `s` a distance `d` higher has a
potential step of `4π s d` from below to above. -/
theorem double_layer_step (s a : ℝ) {d t b : ℝ} (hd : 0 ≤ d) (ht : a + d ≤ t) (hb : b ≤ a) :
    potential ![-s, s] ![a, a + d] t - potential ![-s, s] ![a, a + d] b = 4 * π * (s * d) := by
  have hQ : totalCharge ![-s, s] = 0 := by
    simp [totalCharge, Fin.sum_univ_two]
  have hp : ∑ i, ![-s, s] i * ![a, a + d] i = s * d := by
    simp only [Fin.sum_univ_two, Matrix.cons_val_zero, Matrix.cons_val_one]
    ring
  have h := (vacuum_level_step ![-s, s] ![a, a + d] hQ).2.2 t b
    (Fin.forall_fin_two.2 ⟨(by linarith : a ≤ t), ht⟩)
    (Fin.forall_fin_two.2 ⟨hb, (by linarith : b ≤ a + d)⟩)
  rw [h, hp]

end

end SheetVacuumLevels
```

The proof checks that the charges add up to zero (`hQ`) and that the dipole is $sd$ (`hp`). It then applies the main theorem, after confirming for each of the two sheets that it lies between `b` and `t`.

```lean
#print axioms SheetVacuumLevels.vacuum_level_step
#print axioms SheetVacuumLevels.constant_above_iff_neutral
#print axioms SheetVacuumLevels.dipole_correction_iff
#print axioms SheetVacuumLevels.double_layer_step
```

```
'SheetVacuumLevels.vacuum_level_step' depends on axioms: [propext, Classical.choice, Quot.sound]
'SheetVacuumLevels.constant_above_iff_neutral' depends on axioms: [propext, Classical.choice, Quot.sound]
'SheetVacuumLevels.dipole_correction_iff' depends on axioms: [propext, Classical.choice, Quot.sound]
'SheetVacuumLevels.double_layer_step' depends on axioms: [propext, Classical.choice, Quot.sound]
```
